# For a passive stack with real Fresnel coefficients, |r| < 1, Parratt's recursion and the transfer matrix give the same reflection amplitude

If a denominator in Parratt's recursion vanishes, the recursion gives no reflectivity for that sample. If the transfer-matrix product returns a zero downgoing amplitude, the ratio of upgoing to downgoing wave is just as meaningless. I would like to know that neither happens, and that the two methods then agree.

My stack has interfaces $j=0,\dots,N-1$, numbered from the surface down. Interface $j$ has a real Fresnel coefficient $r_j\in(-1,1)$, and $a_j\in\mathbb C$ with $|a_j|\le1$ is the factor for a round trip through the layer beneath it. Parratt's recursion is

$$X_N=0,\qquad X_j=\frac{r_j+a_jX_{j+1}}{1+r_ja_jX_{j+1}}.$$

The transfer-matrix method applies the ordered product of

$$M_j=\begin{pmatrix}1&r_ja_j\\ r_j&a_j\end{pmatrix}$$

to $(1,0)$ and obtains $(t,s)$. I believe that $t\neq0$, $s/t=X_0$ and $|X_0|<1$. Is there a rigorous proof, checked by machine?

## Flux balance keeps the downgoing wave dominant

Yes. The idea is to follow the difference of squared amplitudes up through the stack. Let $(t_j,s_j)$ be the downgoing and upgoing amplitudes produced by interfaces $j,\dots,N-1$, so that $(t_N,s_N)=(1,0)$ and $(t_0,s_0)=(t,s)$. Adding interface $j$ on top gives

$$t_j=t_{j+1}+r_ja_js_{j+1},\qquad s_j=r_jt_{j+1}+a_js_{j+1}.$$

Write $u=a_js_{j+1}$ for the upgoing wave after its round trip. Then

$$\begin{aligned}
|t_j|^2&=|t_{j+1}|^2+r_j^2|u|^2+2r_j\,\mathrm{Re}(t_{j+1}\bar u),\\
|s_j|^2&=r_j^2|t_{j+1}|^2+|u|^2+2r_j\,\mathrm{Re}(t_{j+1}\bar u).
\end{aligned}$$

Because $r_j$ is real, the cross terms are equal and cancel in the difference:

$$|t_j|^2-|s_j|^2=(1-r_j^2)\left(|t_{j+1}|^2-|a_j|^2|s_{j+1}|^2\right).$$

Since $|a_j|\le1$ and $1-r_j^2>0$, the right-hand side is at least $(1-r_j^2)(|t_{j+1}|^2-|s_{j+1}|^2)$. The difference starts at $1$ in the substrate, so induction gives

$$|t_j|^2-|s_j|^2\ \ge\ \prod_{m=j}^{N-1}(1-r_m^2)\ >\ 0.$$

Hence $|t_j|>|s_j|\ge0$. In particular $t_j\ne0$ and $|s_j/t_j|<1$ at every level.

For the equivalence, $s_N/t_N=0=X_N$. Suppose that $s_{j+1}=t_{j+1}X_{j+1}$. The matrix step becomes

$$t_j=t_{j+1}(1+r_ja_jX_{j+1}),\qquad s_j=t_{j+1}(r_j+a_jX_{j+1}).$$

The left-hand equation shows that the Parratt denominator is nonzero, because $t_j$ is. Dividing the second equation by the first cancels $t_{j+1}$ and leaves $s_j/t_j=X_j$.

If every $|a_j|=1$, the inequality is an equality, and division by $|t|^2$ gives

$$1-|X_0|^2=\frac{\prod_{j=0}^{N-1}(1-r_j^2)}{|t|^2}.$$

The strict bound on $r_j$ matters. With $r_0=1$, $r_1=-1$ and $a_0=a_1=1$, one finds $(t_1,s_1)=(1,-1)$ and then $t_0=1-1=0$.

Here is the Lean file.

```lean
import Mathlib

open Matrix

namespace ParrattTransfer

noncomputable section

/-- An interface of a layered sample: its real Fresnel coefficient `r`, and the complex factor `a`
that a wave acquires on the round trip through the layer beneath it. -/
structure Interface where
  r : ℝ
  a : ℂ

/-- An interface is passive if `|r| < 1` and the round trip does not amplify, `|a| ≤ 1`. -/
def Interface.Passive (l : Interface) : Prop := |l.r| < 1 ∧ ‖l.a‖ ≤ 1

/-- The Parratt recursion for the ratio of upgoing to downgoing amplitude, from the surface down,
with no upgoing wave in the substrate. It is defined for every list, because Lean's division returns
zero when a denominator `1 + r a X` vanishes. -/
def parratt : List Interface → ℂ
  | [] => 0
  | l :: L => ((l.r : ℂ) + l.a * parratt L) / (1 + (l.r : ℂ) * l.a * parratt L)

/-- The transfer matrix of one interface and the layer beneath it, up to normalisation. -/
def Interface.matrix (l : Interface) : Matrix (Fin 2) (Fin 2) ℂ :=
  !![1, (l.r : ℂ) * l.a; (l.r : ℂ), l.a]

/-- The downgoing (component 0) and upgoing (component 1) amplitudes at the surface: the ordered
product of transfer matrices applied to a purely downgoing wave `(1, 0)` in the substrate. -/
def amplitudes (L : List Interface) : Fin 2 → ℂ :=
  (L.map Interface.matrix).prod *ᵥ ![1, 0]

/-- The product of `1 - r²` over all interfaces of the stack. -/
def fluxFactor (L : List Interface) : ℝ := (L.map fun l => 1 - l.r ^ 2).prod

/-- Adding an interface on top of a stack mixes the two amplitudes linearly. -/
theorem amplitudes_cons (l : Interface) (L : List Interface) :
    amplitudes (l :: L) 0 = amplitudes L 0 + (l.r : ℂ) * l.a * amplitudes L 1 ∧
    amplitudes (l :: L) 1 = (l.r : ℂ) * amplitudes L 0 + l.a * amplitudes L 1 := by
  have h : amplitudes (l :: L) = l.matrix *ᵥ amplitudes L := by
    simp only [amplitudes, List.map_cons, List.prod_cons, Matrix.mulVec_mulVec]
  rw [h]
  constructor <;> simp [Interface.matrix, Matrix.mulVec, dotProduct, Fin.sum_univ_two]

/-- Flux balance at one interface: the difference of the squared amplitudes is multiplied by
`1 - r²`, after the upgoing wave has been multiplied by the round-trip factor. -/
theorem flux_cons (l : Interface) (L : List Interface) :
    ‖amplitudes (l :: L) 0‖ ^ 2 - ‖amplitudes (l :: L) 1‖ ^ 2 =
      (1 - l.r ^ 2) * (‖amplitudes L 0‖ ^ 2 - ‖l.a‖ ^ 2 * ‖amplitudes L 1‖ ^ 2) := by
  rw [(amplitudes_cons l L).1, (amplitudes_cons l L).2]
  simp only [Complex.sq_norm, Complex.normSq_apply, Complex.add_re, Complex.add_im,
    Complex.mul_re, Complex.mul_im, Complex.ofReal_re, Complex.ofReal_im]
  ring

/-- If every Fresnel coefficient satisfies `|r| < 1`, the product of all `1 - r²` is positive. -/
theorem fluxFactor_pos (L : List Interface) (h : ∀ l ∈ L, |l.r| < 1) : 0 < fluxFactor L := by
  induction L with
  | nil => simp [fluxFactor]
  | cons l L ih =>
    obtain ⟨hl, hL⟩ := List.forall_mem_cons.mp h
    obtain ⟨h1, h2⟩ := abs_lt.mp hl
    have hr : 0 < 1 - l.r ^ 2 := by nlinarith
    exact mul_pos hr (ih hL)

/-- In a passive stack the downgoing squared amplitude at the surface exceeds the upgoing one by
at least the product of all `1 - r²`. -/
theorem fluxFactor_le (L : List Interface) (h : ∀ l ∈ L, l.Passive) :
    fluxFactor L ≤ ‖amplitudes L 0‖ ^ 2 - ‖amplitudes L 1‖ ^ 2 := by
  induction L with
  | nil => simp [fluxFactor, amplitudes]
  | cons l L ih =>
    obtain ⟨hl, hL⟩ := List.forall_mem_cons.mp h
    obtain ⟨h1, h2⟩ := abs_lt.mp hl.1
    have hr : 0 ≤ 1 - l.r ^ 2 := by nlinarith
    -- absorption can only weaken the upgoing wave
    have ha : ‖l.a‖ ^ 2 * ‖amplitudes L 1‖ ^ 2 ≤ ‖amplitudes L 1‖ ^ 2 :=
      mul_le_of_le_one_left (sq_nonneg _) (pow_le_one₀ (norm_nonneg _) hl.2)
    have hi := ih hL
    have hf : fluxFactor (l :: L) = (1 - l.r ^ 2) * fluxFactor L := by
      simp only [fluxFactor, List.map_cons, List.prod_cons]
    rw [flux_cons, hf]
    exact mul_le_mul_of_nonneg_left (by linarith) hr

/-- Parratt-transfer equivalence: for a passive stack the downgoing amplitude `t` at the surface is
nonzero, the ratio `s / t` of the transfer-matrix amplitudes is the Parratt ratio, and this ratio
has modulus below one. -/
theorem parratt_transfer_equivalence (L : List Interface) (h : ∀ l ∈ L, l.Passive) :
    amplitudes L 0 ≠ 0 ∧ amplitudes L 1 / amplitudes L 0 = parratt L ∧ ‖parratt L‖ < 1 := by
  -- the flux bound keeps the downgoing amplitude dominant
  have dom : ∀ K : List Interface, (∀ l ∈ K, l.Passive) →
      ‖amplitudes K 1‖ < ‖amplitudes K 0‖ := by
    intro K hK
    have h1 := fluxFactor_pos K fun l hl => (hK l hl).1
    have h2 := fluxFactor_le K hK
    nlinarith [norm_nonneg (amplitudes K 0), norm_nonneg (amplitudes K 1)]
  have ne : ∀ K : List Interface, (∀ l ∈ K, l.Passive) → amplitudes K 0 ≠ 0 :=
    fun K hK => norm_pos_iff.mp (lt_of_le_of_lt (norm_nonneg _) (dom K hK))
  -- dividing each matrix step by `t` gives the Parratt step
  have ratio : amplitudes L 1 / amplitudes L 0 = parratt L := by
    clear dom
    induction L with
    | nil => simp [amplitudes, parratt]
    | cons l L ih =>
      have hL := (List.forall_mem_cons.mp h).2
      have ht := ne L hL
      have hs : amplitudes L 1 = amplitudes L 0 * parratt L := by
        rw [← ih hL, mul_div_cancel₀ _ ht]
      have e0 : amplitudes (l :: L) 0 =
          amplitudes L 0 * (1 + (l.r : ℂ) * l.a * parratt L) := by
        rw [(amplitudes_cons l L).1, hs]; ring
      have e1 : amplitudes (l :: L) 1 =
          amplitudes L 0 * ((l.r : ℂ) + l.a * parratt L) := by
        rw [(amplitudes_cons l L).2, hs]; ring
      rw [e0, e1, mul_div_mul_left _ _ ht, parratt]
  refine ⟨ne L h, ratio, ?_⟩
  rw [← ratio, norm_div, div_lt_one (norm_pos_iff.mpr (ne L h))]
  exact dom L h

/-- When a passive interface is added to a passive stack, the denominator of the Parratt step
does not vanish. -/
theorem parratt_denominator_ne_zero (l : Interface) (L : List Interface)
    (hl : l.Passive) (hL : ∀ k ∈ L, k.Passive) :
    1 + (l.r : ℂ) * l.a * parratt L ≠ 0 := by
  intro h0
  obtain ⟨ht, hX, -⟩ := parratt_transfer_equivalence L hL
  have hne := (parratt_transfer_equivalence (l :: L) (List.forall_mem_cons.mpr ⟨hl, hL⟩)).1
  have hs : amplitudes L 1 = parratt L * amplitudes L 0 := (div_eq_iff ht).mp hX
  apply hne
  rw [(amplitudes_cons l L).1, hs]
  linear_combination amplitudes L 0 * h0

/-- Lossless layers: if `|r| < 1` and `|a| = 1` throughout, the reflectivity `|X₀|²` falls short of
one by the product of all `1 - r²` divided by `|t|²`. -/
theorem lossless_reflectivity (L : List Interface) (h : ∀ l ∈ L, |l.r| < 1 ∧ ‖l.a‖ = 1) :
    1 - ‖parratt L‖ ^ 2 = fluxFactor L / ‖amplitudes L 0‖ ^ 2 := by
  obtain ⟨ht, hX, -⟩ :=
    parratt_transfer_equivalence L fun l hl => ⟨(h l hl).1, (h l hl).2.le⟩
  -- without absorption the flux bound is an equality
  have flux : ‖amplitudes L 0‖ ^ 2 - ‖amplitudes L 1‖ ^ 2 = fluxFactor L := by
    clear ht hX
    induction L with
    | nil => simp [fluxFactor, amplitudes]
    | cons l L ih =>
      obtain ⟨hl, hL⟩ := List.forall_mem_cons.mp h
      rw [flux_cons, hl.2, one_pow, one_mul, ih hL]
      simp only [fluxFactor, List.map_cons, List.prod_cons]
  have hne : ‖amplitudes L 0‖ ^ 2 ≠ 0 := pow_ne_zero 2 (norm_ne_zero_iff.mpr ht)
  rw [← hX, norm_div, div_pow, eq_div_iff hne, sub_mul, one_mul, div_mul_cancel₀ _ hne]
  exact flux

/-- The bound `|r| < 1` cannot be relaxed to `|r| ≤ 1`: for two interfaces with `r = 1` and
`r = -1` and unit round-trip factors, the downgoing amplitude at the surface vanishes. -/
theorem perfect_mirrors_degenerate : amplitudes [⟨1, 1⟩, ⟨-1, 1⟩] 0 = 0 := by
  have h0 : amplitudes [] = ![1, 0] := by simp [amplitudes]
  rw [(amplitudes_cons _ _).1, (amplitudes_cons _ _).1, (amplitudes_cons _ _).2, h0]
  norm_num

end

end ParrattTransfer
```

```lean
#print axioms ParrattTransfer.parratt_transfer_equivalence
-- 'ParrattTransfer.parratt_transfer_equivalence' depends on axioms: [propext, Classical.choice, Quot.sound]
#print axioms ParrattTransfer.parratt_denominator_ne_zero
-- 'ParrattTransfer.parratt_denominator_ne_zero' depends on axioms: [propext, Classical.choice, Quot.sound]
#print axioms ParrattTransfer.lossless_reflectivity
-- 'ParrattTransfer.lossless_reflectivity' depends on axioms: [propext, Classical.choice, Quot.sound]
#print axioms ParrattTransfer.perfect_mirrors_degenerate
-- 'ParrattTransfer.perfect_mirrors_degenerate' depends on axioms: [propext, Classical.choice, Quot.sound]
```

## How the Lean objects describe the sample

An `Interface` holds one pair $(r_j,a_j)$, with `r` real and `a` complex. A stack is a `List Interface` whose head is the surface interface; its tail holds the remaining interfaces, as seen by a wave arriving from inside the layer beneath the surface interface, so that this layer's material is the incident medium. The empty list is a bare medium, with amplitudes $(1,0)$ and no reflection, and the theorems include it.

`Interface.Passive` collects the two physical conditions. For s-polarised X-rays, or neutrons in non-magnetic layers, with normal wavenumbers $k$ above and $k'$ below an interface, the Fresnel coefficient is $r=(k-k')/(k+k')$, so $|r|<1$ holds when both are real and positive, that is, when the wave propagates on both sides. The condition $|a|\le1$ says that no layer amplifies the wave. The last interface also carries an `a`, but it multiplies a zero upgoing wave and has no effect.

`parratt L` is $X_0$, while `amplitudes L 0` and `amplitudes L 1` are $t$ and $s$. The two definitions are independent: one is the recursion, the other a matrix product. The calculation starts from a unit wave in the substrate, and the matrices omit a scalar factor common to both components, so $t$ and $s$ are not normalised to the incident wave. For unit incident amplitude the reflected amplitude is $s/t$, and the reflectivity is $|s/t|^2$.

`parratt_transfer_equivalence` states, for every passive stack, that $t\ne0$, that $s/t$ is the Parratt ratio and that its modulus is below one. Lean's division returns zero when the divisor is zero, so `parratt` has a value for every list; `parratt_denominator_ne_zero` shows that a passive stack never relies on this convention.

In X-ray or neutron reflectometry, this means that the two methods compute the same specular reflectivity for a finite stack whose Fresnel coefficients are real with $|r_j|<1$ and whose layers do not amplify the wave. Parratt's recursion is also run with complex coefficients, which occur in total reflection and in absorbing media. Those cases are not covered: the cross terms above need not cancel when $r_j$ is complex. If the incident wave propagates and every $r_j$ is real with $|r_j|<1$, the formula for $r$ makes every normal wavenumber real, and then $|a_j|=1$. Combining such $r_j$ with $|a_j|<1$ is therefore an idealisation, in which absorption damps the wave inside a layer but its effect on the Fresnel coefficients is neglected.

## From one interface to the whole stack

`amplitudes_cons` is the matrix step for $(t_j,s_j)$: it splits off the first factor of the product and writes out the two components. `flux_cons` is the balance at one interface. Its proof expands the squared moduli into real and imaginary parts, and `ring` performs the cancellation.

`fluxFactor_pos` shows by induction that $\prod(1-r_j^2)$ is positive. `fluxFactor_le` is the lower bound on $|t|^2-|s|^2$, also by induction on the list. Inside it, `ha` is the inequality $|a_j|^2|s_{j+1}|^2\le|s_{j+1}|^2$, and the last line combines it with the induction hypothesis and multiplies the result by $1-r_j^2\ge0$.

The main theorem first derives `dom`, which is $|s|<|t|$, and `ne`, which is $t\ne0$. Both are stated for an arbitrary passive stack `K`, so that they can be applied to the tail as well as to the full stack. The induction for `ratio` then follows the derivation: `hs` is $s_{j+1}=t_{j+1}X_{j+1}$, `e0` and `e1` are the two factorised equations, and `mul_div_mul_left` cancels $t_{j+1}$. The modulus bound comes from dividing `dom` by $|t|$.

`parratt_denominator_ne_zero` argues by contradiction: a vanishing denominator would make $t_j$ zero, which the main theorem excludes for the enlarged stack. `lossless_reflectivity` repeats the flux induction with $|a_j|=1$, obtains an equality and divides by $|t|^2$. `perfect_mirrors_degenerate` evaluates the two-interface example with $r_0=1$ and $r_1=-1$.
